# Between expansion centre and charge, a truncated multipole series gives the force less accurately than the potential

The force error needs a definition before it can be computed. Here it is the relative error made by differentiating the truncated potential, and both derivatives are actual derivatives of real functions, not a separately truncated force series.

A unit charge sits at distance 1 from the expansion centre, and the field point lies on the line between them, at distance $x$ from the centre. Every Legendre polynomial then equals 1, so in Gaussian units the potential and its truncation at angular cutoff $L$ are

$$V(x)=\frac1{1-x},\qquad V_L(x)=\sum_{l=0}^{L}x^l .$$

```lean
import Mathlib

open Finset

namespace ForceVersusPotentialTruncation

noncomputable section

/-- The potential at position `x` on the axis through a unit charge at distance one,
for `x < 1`; the formula has a pole at `x = 1`. -/
def potential (x : ℝ) : ℝ := 1 / (1 - x)

/-- The multipole expansion of the potential on the axis, kept up to the term `x ^ L`. -/
def truncated (L : ℕ) (x : ℝ) : ℝ := ∑ l ∈ range (L + 1), x ^ l
```

An approximation $a$ to an exact value $e\neq0$ has signed relative error $(e-a)/e$. Write $\varepsilon_L$ for this error in the potential (`potentialError`) and $\eta_L$ for the error in its derivative (`forceError`). The minus sign in force $=-V'$ cancels in the ratio.

```lean
/-- The signed relative error of an approximation to a nonzero exact value. -/
def relError (exact_ approx : ℝ) : ℝ := (exact_ - approx) / exact_

/-- The relative error of the truncated potential at cutoff `L`, for `x ≠ 1`. -/
def potentialError (L : ℕ) (x : ℝ) : ℝ := relError (potential x) (truncated L x)

/-- The relative error of the derivative of the truncated potential at cutoff `L`,
for `x ≠ 1`. -/
def forceError (L : ℕ) (x : ℝ) : ℝ :=
  relError (deriv potential x) (deriv (truncated L) x)
```

The comparisons in (f)–(i) are made for $0<x<1$, between centre and charge, where both errors turn out positive. Some identities hold for all $x\neq1$, but beyond the charge $1/(1-x)$ is no longer its potential. Off-axis points and transverse forces are left out.

For electronic-structure codes that expand potentials in spherical harmonics, this one-charge, on-axis model suggests testing the cutoff on forces as well as on potentials.

## (a) Slope of the exact potential

Show that for $x\neq1$, $V'(x)=1/(1-x)^2$.

Since $V=(1-x)^{-1}$ and $1-x$ has derivative $-1$, the chain rule gives $-(-1)/(1-x)^2$. In Lean, `h1.inv` is this rule for reciprocals.

```lean
/-- For `x ≠ 1`, the function `potential` has derivative `1 / (1 - x) ^ 2` at `x`. -/
theorem hasDerivAt_potential {x : ℝ} (hx : x ≠ 1) :
    HasDerivAt potential (1 / (1 - x) ^ 2) x := by
  have h1 : HasDerivAt (fun y : ℝ => 1 - y) (-1) x := (hasDerivAt_id' x).const_sub 1
  have h2 := h1.inv (sub_ne_zero.mpr hx.symm)
  have h3 : potential = fun y => (1 - y)⁻¹ := by
    funext y
    simp [potential]
  rw [h3]
  exact h2.congr_deriv (by simp)
```

## (b) Slope of the truncated potential

Show that $V_L'(x)=\sum_{l=0}^{L-1}(l+1)x^l$.

For $L=0$ the potential is constant and the sum is empty. Raising the cutoff from $n$ to $n+1$ adds $x^{n+1}$ to the potential and $(n+1)x^n$ to its slope. The Lean induction has the same two cases.

```lean
/-- The truncated potential is differentiated term by term. -/
theorem hasDerivAt_truncated (L : ℕ) (x : ℝ) :
    HasDerivAt (truncated L) (∑ l ∈ range L, ((l : ℝ) + 1) * x ^ l) x := by
  induction L with
  | zero =>
    have h : truncated 0 = fun _ => (1 : ℝ) := by
      funext y
      simp [truncated]
    rw [h, sum_range_zero]
    exact hasDerivAt_const x 1
  | succ n ih =>
    have h : truncated (n + 1) = fun y => truncated n y + y ^ (n + 1) := by
      funext y
      simp only [truncated, sum_range_succ]
    rw [h, sum_range_succ]
    refine (ih.fun_add (hasDerivAt_pow (n + 1) x)).congr_deriv ?_
    simp
```

## (c) Relative error against a reciprocal

Show that for $d\neq0$, an approximation $s$ to $1/d$ has relative error $1-ds$.

Dividing by $1/d$ is multiplying by $d$: $d(1/d-s)=1-ds$.

```lean
/-- If the exact value is `1 / d` with `d ≠ 0`, the relative error of an approximation `s`
is `1 - d * s`. -/
theorem relError_one_div {d : ℝ} (hd : d ≠ 0) (s : ℝ) :
    relError (1 / d) s = 1 - d * s := by
  unfold relError
  rw [sub_div, div_self (one_div_ne_zero hd), div_div_eq_mul_div, div_one, mul_comm]
```

## (d) Error of the potential

Show that for $x\neq1$, $\varepsilon_L=x^{L+1}$.

The product $(1-x)V_L$ telescopes to $1-x^{L+1}$, which is Mathlib's `mul_neg_geom_sum`. Part (c) with $d=1-x$ gives $1-(1-x^{L+1})$.

```lean
/-- For `x ≠ 1`, the relative error of the potential at cutoff `L` is `x ^ (L + 1)`. -/
theorem potentialError_eq (L : ℕ) {x : ℝ} (hx : x ≠ 1) :
    potentialError L x = x ^ (L + 1) := by
  -- the geometric sum in closed form
  have hg : (1 - x) * truncated L x = 1 - x ^ (L + 1) := mul_neg_geom_sum x (L + 1)
  unfold potentialError potential
  rw [relError_one_div (sub_ne_zero.mpr hx.symm), hg]
  ring
```

## (e) Error of the derivative

Show that for $x\neq1$, $\eta_L=x^L(L+1-Lx)$.

By (c) with $d=(1-x)^2$, it suffices that

$$(1-x)^2V_L'(x)=1-x^L(L+1-Lx).$$

At $L=0$ both sides vanish. The step from $n$ to $n+1$ adds $(n+1)x^n(1-x)^2$ on the left, and expanding the square gives

$$x^n(n+1-nx)-(n+1)x^n(1-x)^2=x^{n+1}\bigl(n+2-(n+1)x\bigr).$$

The device that links this algebra to calculus is `HasDerivAt`. Lean's `deriv` returns 0 where no derivative exists, so an equation saying that `deriv` is 0 at a point does not by itself establish differentiability there. `HasDerivAt f f' x` says that `f` is differentiable at `x` with derivative `f'`, and the lemma `HasDerivAt.deriv`, written `.deriv` in the code, turns (a) and (b) into equations for rewriting `forceError`.

```lean
/-- For `x ≠ 1`, the relative error of the derivative at cutoff `L` is
`x ^ L * (L + 1 - L * x)`. -/
theorem forceError_eq (L : ℕ) {x : ℝ} (hx : x ≠ 1) :
    forceError L x = x ^ L * ((L : ℝ) + 1 - L * x) := by
  -- the differentiated geometric sum in closed form
  have hs : (1 - x) ^ 2 * ∑ l ∈ range L, ((l : ℝ) + 1) * x ^ l
      = 1 - x ^ L * ((L : ℝ) + 1 - L * x) := by
    induction L with
    | zero => simp
    | succ n ih =>
      rw [sum_range_succ, mul_add, ih]
      push_cast
      ring
  unfold forceError
  rw [(hasDerivAt_potential hx).deriv, (hasDerivAt_truncated L x).deriv,
    relError_one_div (pow_ne_zero 2 (sub_ne_zero.mpr hx.symm)), hs]
  ring
```

## (f) The amplification factor

Show that for $0<x<1$,

$$\eta_L=\left(\frac{L+1}{x}-L\right)\varepsilon_L,\qquad \frac{L+1}{x}-L>1 .$$

Take a factor $x$ out of the bracket in (e). The inequality follows from $(L+1)/x>L+1$. Lean names the quotient $q$, keeps $qx=L+1$, and closes the identity with `linear_combination`.

```lean
/-- For `0 < x < 1`, the relative error of the derivative is that of the potential
multiplied by `(L + 1) / x - L`, and this factor is greater than one. -/
theorem force_error_amplification (L : ℕ) {x : ℝ} (hx0 : 0 < x) (hx1 : x < 1) :
    forceError L x = (((L : ℝ) + 1) / x - L) * potentialError L x ∧
      1 < ((L : ℝ) + 1) / x - L := by
  have hL : (0 : ℝ) < (L : ℝ) + 1 := by positivity
  constructor
  · rw [forceError_eq L hx1.ne, potentialError_eq L hx1.ne, pow_succ]
    have hq : ((L : ℝ) + 1) / x * x = (L : ℝ) + 1 := div_mul_cancel₀ _ hx0.ne'
    generalize ((L : ℝ) + 1) / x = q at hq ⊢
    linear_combination (-x ^ L) * hq
  · have h : (L : ℝ) + 1 < ((L : ℝ) + 1) / x := by
      rw [lt_div_iff₀ hx0]
      nlinarith [mul_pos hL (sub_pos.mpr hx1)]
    linarith
```

## (g) Raising the cutoff helps

Show that for $0<x<1$, $\eta_{L+1}<\eta_L$.

By the step in (e), $\eta_L-\eta_{L+1}=(L+1)x^L(1-x)^2>0$. `strictAnti_nat_of_succ_lt` extends the comparison of neighbours to all cutoffs.

```lean
/-- For `0 < x < 1`, the relative error of the derivative decreases strictly as the
cutoff is raised. -/
theorem forceError_strictAnti {x : ℝ} (hx0 : 0 < x) (hx1 : x < 1) :
    StrictAnti (fun L : ℕ => forceError L x) := by
  refine strictAnti_nat_of_succ_lt fun n => ?_
  show forceError (n + 1) x < forceError n x
  rw [forceError_eq _ hx1.ne, forceError_eq _ hx1.ne, pow_succ]
  push_cast
  -- the two errors differ by exactly this positive amount
  have h : 0 < x ^ n * ((n : ℝ) + 1) * (1 - x) ^ 2 :=
    mul_pos (mul_pos (pow_pos hx0 n) (by positivity)) (pow_pos (sub_pos.mpr hx1) 2)
  nlinarith [h]
```

## (h) At least two more terms

Show that for $0<x<1$, $\eta_M\le\varepsilon_L$ implies $M\ge L+2$.

One extra term is too few:

$$\eta_{L+1}=x^{L+1}\bigl(1+(L+1)(1-x)\bigr)>\varepsilon_L .$$

By (g), every $M\le L+1$ has an error at least as large.

```lean
/-- For `0 < x < 1`, if the derivative at cutoff `M` is at least as accurate as the
potential at cutoff `L`, then `M` is at least `L + 2`. -/
theorem force_cutoff_ge {x : ℝ} (hx0 : 0 < x) (hx1 : x < 1) {L M : ℕ}
    (h : forceError M x ≤ potentialError L x) : L + 2 ≤ M := by
  -- one extra term is not enough
  have h1 : potentialError L x < forceError (L + 1) x := by
    rw [potentialError_eq L hx1.ne, forceError_eq _ hx1.ne]
    push_cast
    have hL : (0 : ℝ) < (L : ℝ) + 1 := by positivity
    have hf : 1 < (L : ℝ) + 1 + 1 - ((L : ℝ) + 1) * x := by
      nlinarith [mul_pos hL (sub_pos.mpr hx1)]
    nlinarith [mul_pos (pow_pos hx0 (L + 1)) (sub_pos.mpr hf)]
  by_contra hM
  have hle : M ≤ L + 1 := by omega
  have h2 : forceError (L + 1) x ≤ forceError M x :=
    (forceError_strictAnti hx0 hx1).antitone hle
  linarith
```

## (i) No fixed margin suffices

Show that for $0<x<1$ and any natural $k$, there is an $L_0$ with $\varepsilon_L<\eta_{L+k}$ for all $L\ge L_0$.

Write $\eta_{L+k}=x^L\,x^k\bigl(1+(L+k)(1-x)\bigr)$ and choose $L_0>1/\bigl(x^k(1-x)\bigr)$. For $L\ge L_0$ the factor after $x^L$ exceeds $1>x$, so $\eta_{L+k}>x^{L+1}$. The threshold depends on $x$ and $k$.

```lean
/-- For `0 < x < 1` and any fixed number `k` of extra terms, the derivative at cutoff
`L + k` is less accurate than the potential at cutoff `L` for all large enough `L`. -/
theorem no_fixed_extra_cutoff {x : ℝ} (hx0 : 0 < x) (hx1 : x < 1) (k : ℕ) :
    ∃ L₀ : ℕ, ∀ L ≥ L₀, potentialError L x < forceError (L + k) x := by
  have hk : 0 < x ^ k := pow_pos hx0 k
  have hc : 0 < x ^ k * (1 - x) := mul_pos hk (sub_pos.mpr hx1)
  obtain ⟨N, hN⟩ := exists_nat_gt (1 / (x ^ k * (1 - x)))
  refine ⟨N, fun L hL => ?_⟩
  have hNL : (N : ℝ) ≤ (L : ℝ) := Nat.cast_le.mpr hL
  -- the linear growth in L beats the fixed power of x
  have h1 : 1 < (L : ℝ) * (x ^ k * (1 - x)) :=
    (div_lt_iff₀ hc).mp (lt_of_lt_of_le hN hNL)
  have h2 : 0 ≤ (k : ℝ) * (x ^ k * (1 - x)) := mul_nonneg (Nat.cast_nonneg k) hc.le
  have h3 : x < x ^ k * ((L : ℝ) + k + 1 - ((L : ℝ) + k) * x) := by
    nlinarith [h1, h2, hk, hx1]
  rw [potentialError_eq L hx1.ne, forceError_eq _ hx1.ne]
  calc x ^ (L + 1) = x ^ L * x := pow_succ x L
    _ < x ^ L * (x ^ k * ((L : ℝ) + k + 1 - ((L : ℝ) + k) * x)) :=
        mul_lt_mul_of_pos_left h3 (pow_pos hx0 L)
    _ = x ^ (L + k) * (((L + k : ℕ) : ℝ) + 1 - ((L + k : ℕ) : ℝ) * x) := by
        rw [pow_add]
        push_cast
        ring

end

end ForceVersusPotentialTruncation
```

```lean
#print axioms ForceVersusPotentialTruncation.force_error_amplification
-- 'ForceVersusPotentialTruncation.force_error_amplification' depends on axioms: [propext, Classical.choice, Quot.sound]
#print axioms ForceVersusPotentialTruncation.force_cutoff_ge
-- 'ForceVersusPotentialTruncation.force_cutoff_ge' depends on axioms: [propext, Classical.choice, Quot.sound]
#print axioms ForceVersusPotentialTruncation.no_fixed_extra_cutoff
-- 'ForceVersusPotentialTruncation.no_fixed_extra_cutoff' depends on axioms: [propext, Classical.choice, Quot.sound]
```

## Halfway to the charge with cutoff 2

At $x=\tfrac12$, $L=2$, the potential is $2$ and its truncation $\tfrac74$, so $\varepsilon_2=\tfrac18$. The slopes are $4$ and $2$, so $\eta_2=\tfrac12$, four times larger, as (f) predicts. Next come $\eta_3=\tfrac5{16}$, $\eta_4=\tfrac3{16}$ and $\eta_5=\tfrac7{64}$. The force first matches the potential's accuracy at cutoff 5, three terms later.
